# The double group of D_n has n + 3 conjugacy classes

The double group of D_n can be described as a set of 2 × 2 spin matrices or as an abstract multiplication table, and the development below takes the table. Its double group is Mathlib's `QuaternionGroup n`, the generalized quaternion group of order 4n, and D_n itself is `DihedralGroup n`, of order 2n. A conjugacy class depends only on products, so nothing needed for counting classes is lost when the matrices are left out.

The table has a direct physical reading. Let a be the rotation by 2π/n about the principal axis and x a half-turn about a perpendicular axis, both acting on a spin-1/2 particle. A rotation by 2π multiplies a spinor by −1, so aⁿ = −1 and a has order 2n. Two half-turns about the same axis also make a full turn, so x² = aⁿ. In D_n, which acts on spinless objects, a full turn is the identity, so aⁿ = 1 and x² = 1. In both groups the half-turn reverses the principal axis: x a x⁻¹ = a⁻¹.

For every n ≥ 1 the numbers of conjugacy classes are:

- double group of D_n: n + 3
- D_n, n even: n/2 + 3
- D_n, n odd: (n + 3)/2

The double group therefore has n/2 more classes than D_n for even n, and (n + 3)/2 more for odd n.

A finite group has as many irreducible complex representations as conjugacy classes, so the excess is also the number of extra irreducible representations, those in which the 2π rotation acts as −1. In a spin–orbit or four-component calculation on a molecule with fixed nuclei and finite point group D_n, these are the symmetry labels available to one-electron spinors. The Lean file counts classes; the spin matrices, the two-to-one map onto D_n and the passage to representations belong to the surrounding theory.

## Counting the classes by hand

Let N be the order of a, so N = 2n for the double group and N = n for D_n. Write

rot(i) = aⁱ,  perp(i) = x aⁱ,

with the label i taken modulo N. These are all the elements, each listed once. Put x² = rot(z), where z = n for the double group and z = 0 for D_n. Since aⁱ x = x a⁻ⁱ, the products are

rot(i) rot(j) = rot(i + j)
rot(i) perp(j) = perp(j − i)
perp(i) rot(j) = perp(i + j)
perp(i) perp(j) = rot(z + j − i).

Two elements u and v are conjugate when g u = v g for some g. There are two kinds of g to try.

**Rotations.** Take u = rot(i) and v = rot(j). With g = rot(c), the condition is c + i = j + c, so i = j. With g = perp(c), it is perp(c + i) = perp(c − j), so i = −j. Rotations are conjugate exactly when their labels agree up to sign.

**Perpendicular elements.** Take u = perp(i) and v = perp(j). With g = rot(c), the condition is i − c = j + c, so j = i − 2c. With g = perp(c), it is z + i − c = z + c − j, so j = 2c − i = i + 2(c − i). Both cases say that the labels differ by twice a label, and every such difference occurs. The label z has cancelled, so the two groups differ in their class count only through N.

**Mixed pairs.** If u is a rotation and v is perpendicular, then one of g u and v g is a rotation and the other is perpendicular, whichever kind g is. They are never equal.

It remains to count labels. Up to sign, every label has a representative among 0, 1, …, ⌊N/2⌋: if i lies above this range, N − i lies in it. Two representatives k and l with k = −l modulo N satisfy k + l = 0 or k + l = N. The first forces k = l = 0 and the second k = l = N/2, so no class is listed twice. This gives ⌊N/2⌋ + 1 classes of rotations.

For even N, adding a double preserves the parity of a label, so the perpendicular elements form two classes, represented by 0 and 1. For odd N = 2m + 1 we have 2(m + 1) = 1 modulo N, so every label i is the double of i(m + 1), and there is one class.

The total is

⌊N/2⌋ + 1 + 2 for even N,
⌊N/2⌋ + 1 + 1 for odd N.

With N = 2n this is n + 3. With N = n it is n/2 + 3 for even n and (n − 1)/2 + 2 = (n + 3)/2 for odd n. Subtraction gives the excess.

## One multiplication table for both groups

The shared table becomes a structure in Lean.

```lean
import Mathlib

namespace DihedralDoubleGroup

/-- A group made of axial rotations `rot i` and perpendicular twofold elements `perp i`, with
labels modulo `N`; every perpendicular element squares to the rotation `rot z`. -/
structure AxialGroup {G : Type*} [Group G] {N : ℕ} (z : ZMod N) (rot perp : ZMod N → G) :
    Prop where
  exhaust : ∀ g, (∃ i, g = rot i) ∨ ∃ i, g = perp i
  rot_inj : ∀ i j, rot i = rot j → i = j
  perp_inj : ∀ i j, perp i = perp j → i = j
  disjoint : ∀ i j, rot i ≠ perp j
  rot_rot : ∀ i j, rot i * rot j = rot (i + j)
  rot_perp : ∀ i j, rot i * perp j = perp (j - i)
  perp_rot : ∀ i j, perp i * rot j = perp (i + j)
  perp_perp : ∀ i j, perp i * perp j = rot (z + j - i)
```

`AxialGroup z rot perp` is a proposition about a group `G` and two families of its elements, labelled by `ZMod N`, the integers modulo N. The first four fields say that the families exhaust the group without repetition or overlap. The other four are the product rules above. Setting i = j in `perp_perp` shows that every perpendicular element squares to `rot z`.

These fields are hypotheses in the general lemmas, so each of the two groups has to be shown to satisfy them.

```lean
/-- The double group of `D_n` is an axial group with labels modulo `2n`, whose perpendicular
elements square to `a^n`. -/
theorem doubleGroup_witness (n : ℕ) :
    AxialGroup (n : ZMod (2 * n)) (QuaternionGroup.a (n := n)) QuaternionGroup.xa := by
  constructor
  · rintro (i | i)
    · exact Or.inl ⟨i, rfl⟩
    · exact Or.inr ⟨i, rfl⟩
  all_goals intro i j
  all_goals simp
```

Here `QuaternionGroup.a` supplies the rotations and `QuaternionGroup.xa` the perpendicular elements. The labels run modulo 2n and z is n, the label of the 2π rotation. Case analysis on an element proves `exhaust`, and `simp` settles the remaining fields: the next three because the constructors `a` and `xa` are injective and distinct, the last four from Mathlib's multiplication rules.

```lean
/-- The group `D_n` is an axial group with labels modulo `n`, whose perpendicular elements
square to the identity. -/
theorem pointGroup_witness (n : ℕ) :
    AxialGroup (0 : ZMod n) (DihedralGroup.r (n := n)) DihedralGroup.sr := by
  constructor
  · rintro (i | i)
    · exact Or.inl ⟨i, rfl⟩
    · exact Or.inr ⟨i, rfl⟩
  all_goals intro i j
  all_goals simp
```

For D_n the families are `DihedralGroup.r` and `DihedralGroup.sr`, with labels modulo n and z = 0.

## Which elements are conjugate

```lean
variable {G : Type*} [Group G] {N : ℕ} {z : ZMod N} {rot perp : ZMod N → G}

/-- In an axial group two rotations are conjugate exactly when their labels agree up to sign. -/
theorem AxialGroup.rot_conj (h : AxialGroup z rot perp) (i j : ZMod N) :
    IsConj (rot i) (rot j) ↔ i = j ∨ i = -j := by
  simp only [isConj_iff, mul_inv_eq_iff_eq_mul]
  constructor
  · rintro ⟨g, e⟩
    rcases h.exhaust g with ⟨c, rfl⟩ | ⟨c, rfl⟩
    · rw [h.rot_rot c i, h.rot_rot j c] at e
      exact Or.inl (by linear_combination h.rot_inj _ _ e)
    · rw [h.perp_rot, h.rot_perp] at e
      exact Or.inr (by linear_combination h.perp_inj _ _ e)
  · rintro (e | e)
    · exact ⟨1, by rw [e, one_mul, mul_one]⟩
    · refine ⟨perp 0, ?_⟩
      rw [h.perp_rot, h.rot_perp]
      exact congrArg perp (by linear_combination e)
```

The opening `simp only` rewrites conjugacy as g u = v g. The call to `h.exhaust g` splits g into the two kinds, the product rules turn each side into a single element, and injectivity leaves an equation between labels. The tactic `linear_combination` solves it in the ring `ZMod N`. In the converse direction the identity serves for equal labels and `perp 0` for opposite ones.

```lean
/-- In an axial group two perpendicular elements are conjugate exactly when their labels differ
by twice a label. -/
theorem AxialGroup.perp_conj (h : AxialGroup z rot perp) (i j : ZMod N) :
    IsConj (perp i) (perp j) ↔ ∃ c, j = i + 2 * c := by
  simp only [isConj_iff, mul_inv_eq_iff_eq_mul]
  constructor
  · rintro ⟨g, e⟩
    rcases h.exhaust g with ⟨c, rfl⟩ | ⟨c, rfl⟩
    · rw [h.rot_perp, h.perp_rot] at e
      exact ⟨-c, by linear_combination -(h.perp_inj _ _ e)⟩
    · rw [h.perp_perp c i, h.perp_perp j c] at e
      exact ⟨c - i, by linear_combination h.rot_inj _ _ e⟩
  · rintro ⟨c, e⟩
    refine ⟨rot (-c), ?_⟩
    rw [h.rot_perp, h.perp_rot]
    exact congrArg perp (by linear_combination -e)
```

The same scheme gives the condition j = i + 2c. For a perpendicular g the witness is c − i, as found above. Conversely, `rot (-c)` carries `perp i` to `perp (i + 2 * c)`.

```lean
/-- In an axial group a rotation is never conjugate to a perpendicular element. -/
theorem AxialGroup.not_conj (h : AxialGroup z rot perp) (i j : ZMod N) :
    ¬ IsConj (rot i) (perp j) := by
  simp only [isConj_iff, mul_inv_eq_iff_eq_mul]
  rintro ⟨g, e⟩
  rcases h.exhaust g with ⟨c, rfl⟩ | ⟨c, rfl⟩
  · rw [h.rot_rot, h.perp_rot] at e
    exact h.disjoint _ _ e
  · rw [h.perp_rot, h.perp_perp] at e
    exact h.disjoint _ _ e.symm
```

Each choice of g equates a rotation with a perpendicular element, which `disjoint` forbids.

## From labels to a number

```lean
/-- For `N ≥ 1`, the number of conjugacy classes of an axial group with labels modulo `N` is
`N/2 + 1` (`N/2` rounded down) plus two for even `N`, or plus one for odd `N`. -/
theorem AxialGroup.card_classes [NeZero N] (h : AxialGroup z rot perp) :
    Nat.card (ConjClasses G) = N / 2 + 1 + (if Even N then 2 else 1) := by
  have hN : 0 < N := Nat.pos_of_ne_zero (NeZero.ne N)
  let f : Fin (N / 2 + 1) ⊕ Fin (if Even N then 2 else 1) → ConjClasses G :=
    Sum.elim (fun k => ConjClasses.mk (rot ((k : ℕ) : ZMod N)))
      (fun s => ConjClasses.mk (perp ((s : ℕ) : ZMod N)))
  have hf : Function.Bijective f := by
    constructor
    · rintro (k | s) (l | t) e
      · have hk := k.isLt
        have hl := l.isLt
        refine congrArg Sum.inl (Fin.ext ?_)
        rcases (h.rot_conj _ _).1 (ConjClasses.mk_eq_mk_iff_isConj.1 e) with e1 | e1
        · have e2 := (ZMod.natCast_eq_natCast_iff' _ _ _).1 e1
          rwa [Nat.mod_eq_of_lt (by omega), Nat.mod_eq_of_lt (by omega)] at e2
        · -- opposite labels in the half range meet only at 0 and N/2
          have e2 : (((k : ℕ) + (l : ℕ) : ℕ) : ZMod N) = 0 := by
            rw [Nat.cast_add, e1, neg_add_cancel]
          have hd := (CharP.cast_eq_zero_iff (ZMod N) N _).1 e2
          rcases Nat.eq_zero_or_pos ((k : ℕ) + (l : ℕ)) with h0 | h0
          · omega
          · have := Nat.le_of_dvd h0 hd
            omega
      · exact absurd (ConjClasses.mk_eq_mk_iff_isConj.1 e) (h.not_conj _ _)
      · exact absurd (ConjClasses.mk_eq_mk_iff_isConj.1 e.symm) (h.not_conj _ _)
      · obtain ⟨c, hc⟩ := (h.perp_conj _ _).1 (ConjClasses.mk_eq_mk_iff_isConj.1 e)
        refine congrArg Sum.inr (Fin.ext ?_)
        by_cases he : Even N
        · -- for even N the parity of a label is well defined
          have hs := s.isLt.trans_eq (if_pos he)
          have ht := t.isLt.trans_eq (if_pos he)
          let p := ZMod.castHom (even_iff_two_dvd.1 he) (ZMod 2)
          have h1 := congrArg p hc
          simp only [map_add, map_mul, map_natCast, map_ofNat] at h1
          have h2 : (2 : ZMod 2) = 0 := by decide
          have h3 : ((t : ℕ) : ZMod 2) = ((s : ℕ) : ZMod 2) := by
            linear_combination h1 + p c * h2
          have h4 := (ZMod.natCast_eq_natCast_iff' _ _ _).1 h3
          omega
        · have hs := s.isLt.trans_eq (if_neg he)
          have ht := t.isLt.trans_eq (if_neg he)
          omega
    · intro C
      obtain ⟨g, rfl⟩ := ConjClasses.exists_rep C
      rcases h.exhaust g with ⟨i, rfl⟩ | ⟨i, rfl⟩
      · have hi := ZMod.natCast_zmod_val i
        have hlt := ZMod.val_lt i
        by_cases hv : i.val ≤ N / 2
        · exact ⟨Sum.inl ⟨i.val, by omega⟩, ConjClasses.mk_eq_mk_iff_isConj.2
            ((h.rot_conj _ _).2 (Or.inl hi))⟩
        · refine ⟨Sum.inl ⟨N - i.val, by omega⟩, ConjClasses.mk_eq_mk_iff_isConj.2
            ((h.rot_conj _ _).2 (Or.inr ?_))⟩
          change ((N - i.val : ℕ) : ZMod N) = -i
          rw [Nat.cast_sub hlt.le, ZMod.natCast_self, hi, zero_sub]
      · by_cases he : Even N
        · refine ⟨Sum.inr ⟨i.val % 2, by rw [if_pos he]; exact Nat.mod_lt _ (by norm_num)⟩,
            ConjClasses.mk_eq_mk_iff_isConj.2 ((h.perp_conj _ _).2
              ⟨((i.val / 2 : ℕ) : ZMod N), ?_⟩)⟩
          have e := congrArg (Nat.cast : ℕ → ZMod N) (Nat.mod_add_div i.val 2)
          rw [Nat.cast_add, Nat.cast_mul, Nat.cast_ofNat, ZMod.natCast_zmod_val] at e
          exact e.symm
        · -- for odd N every label is a double
          obtain ⟨m, hm⟩ := Nat.not_even_iff_odd.1 he
          have h0 : ((2 * m + 1 : ℕ) : ZMod N) = 0 :=
            (CharP.cast_eq_zero_iff (ZMod N) N _).2 (dvd_of_eq hm)
          rw [Nat.cast_add, Nat.cast_mul, Nat.cast_ofNat, Nat.cast_one] at h0
          refine ⟨Sum.inr ⟨0, by rw [if_neg he]; exact Nat.one_pos⟩,
            ConjClasses.mk_eq_mk_iff_isConj.2 ((h.perp_conj _ _).2 ⟨i * (m + 1), ?_⟩)⟩
          change i = ((0 : ℕ) : ZMod N) + 2 * (i * (m + 1))
          rw [Nat.cast_zero]
          linear_combination (-i) * h0
  rw [← Nat.card_congr (Equiv.ofBijective f hf), Nat.card_eq_fintype_card, Fintype.card_sum,
    Fintype.card_fin, Fintype.card_fin]
```

The number of classes is `Nat.card (ConjClasses G)`, and `N / 2` is division rounded down. The proof builds a map `f` from the list of representatives to the classes. The list is a disjoint union of `Fin (N / 2 + 1)`, for the labels 0, …, ⌊N/2⌋, and a set with two members or one, according to the parity of N.

Injectivity has four cases, since each of two representatives may be a rotation or perpendicular. For two rotations with opposite labels, N divides k + l, and the bounds on k and l leave only k = l. The mixed cases contradict `not_conj`. For two perpendicular elements and even N, the map `p` from `ZMod N` to `ZMod 2` makes the parity argument precise: it sends the term 2c to zero, so the two labels have equal parity. For odd N there is only one representative.

Surjectivity finds a representative for any given element. A rotation uses its label i or N − i. A perpendicular element uses the remainder of i modulo 2 when N is even, and 0 when N is odd, where i(m + 1) is the required half of i. The bijection then equates the number of classes with the size of the list.

## The two groups compared

```lean
/-- For `n ≥ 1`, the double group of `D_n` has exactly `n + 3` conjugacy classes. -/
theorem card_classes_doubleGroup (n : ℕ) [NeZero n] :
    Nat.card (ConjClasses (QuaternionGroup n)) = n + 3 := by
  have : NeZero (2 * n) := ⟨by have := NeZero.ne n; omega⟩
  have h := (doubleGroup_witness n).card_classes
  rw [if_pos (even_two_mul n)] at h
  omega
```

The hypothesis `[NeZero n]` says n ≥ 1, so the result covers the molecular point groups D_n with n ≥ 2 as well as D_1, which is usually called C_2. The general count is applied with N = 2n, which is always even, and `omega` does the remaining integer arithmetic.

```lean
/-- For `n ≥ 1`, the group `D_n` has `n/2 + 3` conjugacy classes when `n` is even and
`(n + 3)/2` when `n` is odd. -/
theorem card_classes_pointGroup (n : ℕ) [NeZero n] :
    Nat.card (ConjClasses (DihedralGroup n)) = if Even n then n / 2 + 3 else (n + 3) / 2 := by
  have h := (pointGroup_witness n).card_classes
  by_cases he : Even n
  · rw [if_pos he] at h ⊢
    omega
  · rw [if_neg he] at h ⊢
    obtain ⟨m, hm⟩ := Nat.not_even_iff_odd.1 he
    omega
```

For D_n the parity of N = n matters, and the statement keeps both cases. The divisions are exact in the branches where they appear.

```lean
/-- For `n ≥ 1`, passing from `D_n` to its double group adds `n/2` conjugacy classes when `n`
is even and `(n + 3)/2` when `n` is odd. -/
theorem extra_classes (n : ℕ) [NeZero n] :
    Nat.card (ConjClasses (QuaternionGroup n)) =
      Nat.card (ConjClasses (DihedralGroup n)) + if Even n then n / 2 else (n + 3) / 2 := by
  rw [card_classes_doubleGroup, card_classes_pointGroup]
  by_cases he : Even n
  · rw [if_pos he, if_pos he]
    obtain ⟨m, hm⟩ := he
    omega
  · rw [if_neg he, if_neg he]
    obtain ⟨m, hm⟩ := Nat.not_even_iff_odd.1 he
    omega

end DihedralDoubleGroup
```

The comparison is written as a sum: the classes of D_n plus the excess equal those of the double group. The proof substitutes the two counts and checks each parity. Equality here is between numbers of classes, with no matching of individual classes implied.

```lean
#print axioms DihedralDoubleGroup.card_classes_doubleGroup
#print axioms DihedralDoubleGroup.extra_classes
```

```
'DihedralDoubleGroup.card_classes_doubleGroup' depends on axioms: [propext, Classical.choice, Quot.sound]
'DihedralDoubleGroup.extra_classes' depends on axioms: [propext, Classical.choice, Quot.sound]
```
